# A finite, even pair potential is stable, with coincident particles allowed, exactly when its double sum is never negative

Whether two particles may occupy the same point has to be settled before stability can be defined. Here they may. A configuration of $N$ particles is any map $x$ from the labels $0,\dots,N-1$ to the space $E$, written `x : Fin N → E`, and nothing requires its values to be distinct. The potential is a function $f : E \to \mathbb{R}$, so it has a finite value $f(0)$ at contact. This admits soft-core potentials and excludes hard cores, Lennard-Jones and the bare Coulomb repulsion.

Only differences of positions enter, so $E$ need only be an additive commutative group. A real vector space is one example, and a periodic box with positions taken modulo the lattice is another.

```lean
import Mathlib

open Filter Topology

namespace RuelleStability

noncomputable section

variable {E : Type*} [AddCommGroup E]
```

## Energy, double sum and stability

The interaction energy counts each pair once:
$$U(x) = \sum_{i<j} f(x_i - x_j).$$
In Lean the restriction $i<j$ is an `if` inside a sum over all $i$ and $j$.

```lean
/-- The interaction energy of `N` particles at positions `x i`, each pair counted once. -/
def pairEnergy (f : E → ℝ) {N : ℕ} (x : Fin N → E) : ℝ :=
  ∑ i, ∑ j, if i < j then f (x i - x j) else 0
```

The double sum runs over all ordered pairs, including $i=j$:
$$D(x) = \sum_{i,j} f(x_i - x_j).$$

```lean
/-- The sum of the potential over all ordered pairs of particles, including each particle
with itself. -/
def doubleSum (f : E → ℝ) {N : ℕ} (x : Fin N → E) : ℝ :=
  ∑ i, ∑ j, f (x i - x j)
```

The potential is stable if there is a real $B$ with $U(x) \ge -BN$ for every $N$ and every $x$. In `IsStable` the constant is chosen before $N$ and $x$, so one $B$ must serve all configurations. Physically, the energy per particle cannot fall without limit as particles are added. The empty configuration is included and satisfies the bound as $0 \ge 0$.

```lean
/-- Stability: the energy is bounded below by a constant times the particle number, uniformly
over all finite configurations, coincident particles allowed. -/
def IsStable (f : E → ℝ) : Prop :=
  ∃ B : ℝ, ∀ (N : ℕ) (x : Fin N → E), -B * N ≤ pairEnergy f x
```

## Separating the self-energy

Assume that $f$ is even, $f(-v)=f(v)$, which says that the energy of a pair does not depend on which particle is named first. Split the double sum by the order of the labels:
$$D(x) = \sum_{i<j} f(x_i-x_j) + \sum_{j<i} f(x_i-x_j) + \sum_i f(0).$$
Exchanging the names $i$ and $j$ in the second sum gives $\sum_{i<j} f(x_j-x_i)$, which is $U(x)$ by evenness. Hence
$$D(x) = 2U(x) + N f(0).$$
In the proof, `swap` is the exchange of names, `diag` evaluates the diagonal, and `lt_trichotomy` makes the three-way split term by term.

```lean
/-- For an even potential the double sum is twice the pair energy plus `N` self-energy
terms `f 0`. -/
theorem doubleSum_eq {f : E → ℝ} (hf : ∀ v, f (-v) = f v) {N : ℕ} (x : Fin N → E) :
    doubleSum f x = 2 * pairEnergy f x + N * f 0 := by
  -- evenness: the pairs with j < i carry the same energy as those with i < j
  have swap : pairEnergy f x = ∑ i, ∑ j, if j < i then f (x i - x j) else 0 := by
    unfold pairEnergy
    rw [Finset.sum_comm]
    refine Finset.sum_congr rfl fun i _ => Finset.sum_congr rfl fun j _ => ?_
    rw [← hf (x j - x i), neg_sub]
  have diag : (N : ℝ) * f 0 = ∑ i : Fin N, ∑ j : Fin N, if i = j then f 0 else 0 := by
    simp
  calc doubleSum f x
      = ∑ i, ∑ j, ((if i < j then f (x i - x j) else 0)
          + (if j < i then f (x i - x j) else 0) + (if i = j then f 0 else 0)) := by
        refine Finset.sum_congr rfl fun i _ => Finset.sum_congr rfl fun j _ => ?_
        rcases lt_trichotomy i j with h | h | h
        · simp [h, lt_asymm h, h.ne]
        · subst h
          simp
        · simp [h, lt_asymm h, h.ne']
    _ = pairEnergy f x + pairEnergy f x + N * f 0 := by
        simp only [Finset.sum_add_distrib]
        rw [← swap, ← diag]
        rfl
    _ = 2 * pairEnergy f x + N * f 0 := by ring
```

## Several particles on each site

Now put $k_i$ particles at each site $x_i$, where $k_i$ may be zero. The new configuration $y$ has $\sum_i k_i$ particles. A sum over particles of a quantity $g$ that depends only on the site is $\sum_i k_i g_i$. Applying this once for each index of the double sum gives
$$D(y) = \sum_{i,j} k_i k_j f(x_i - x_j).$$
The diagonal terms $k_i^2 f(0)$ contain both the self-energies and the interactions between particles on the same site.

In Lean, `finSigmaFinEquiv` renumbers the pairs (site, particle on that site) as a single list of particles. The statement `key` is the weighted sum, and it is used twice.

```lean
/-- For any points `x i` and natural numbers `k i` there is a configuration of `∑ i, k i` particles
whose double sum is `∑ i, ∑ j, k i * k j * f (x i - x j)`. -/
theorem exists_clustered (f : E → ℝ) {N : ℕ} (x : Fin N → E) (k : Fin N → ℕ) :
    ∃ y : Fin (∑ i, k i) → E,
      doubleSum f y = ∑ i, ∑ j, (k i : ℝ) * k j * f (x i - x j) := by
  -- a sum over particles is a sum over sites weighted by occupation
  have key (g : Fin N → ℝ) :
      ∑ a : Fin (∑ i, k i), g (finSigmaFinEquiv.symm a).1 = ∑ i, (k i : ℝ) * g i :=
    (Equiv.sum_comp finSigmaFinEquiv.symm
      (fun p : (i : Fin N) × Fin (k i) => g p.1)).trans
      (by rw [Fintype.sum_sigma]; simp)
  refine ⟨fun a => x (finSigmaFinEquiv.symm a).1,
    (key (fun i => ∑ b : Fin (∑ i, k i),
      f (x i - x (finSigmaFinEquiv.symm b).1))).trans
      (Finset.sum_congr rfl fun i _ => ?_)⟩
  calc _ = (k i : ℝ) * ∑ j, (k j : ℝ) * f (x i - x j) :=
        congrArg ((k i : ℝ) * ·) (key fun j => f (x i - x j))
    _ = _ := by
        rw [Finset.mul_sum]
        exact Finset.sum_congr rfl fun j _ => by ring
```

## The criterion

One direction follows from the identity for $D$. If $D(x)\ge 0$, then $2U(x) = D(x) - N f(0) \ge -N f(0)$, so
$$U(x) \ge -\frac{f(0)}{2}\,N.$$

```lean
/-- For an even potential, if the double sum of a configuration of `N` particles is nonnegative, its
energy is at least `-(f 0 / 2) * N`. -/
theorem pairEnergy_ge {f : E → ℝ} (hf : ∀ v, f (-v) = f v) {N : ℕ} (x : Fin N → E)
    (h : 0 ≤ doubleSum f x) : -(f 0 / 2) * N ≤ pairEnergy f x := by
  have h1 := doubleSum_eq hf x
  linarith
```

If this holds for every configuration, $f$ is stable with $B = f(0)/2$.

For the converse, suppose that $f$ is stable with constant $B$, but that $D(x)<0$ for some configuration $x$ of $N$ particles. Put $m$ particles at each $x_i$. The resulting configuration $y$ has $Nm$ particles and double sum $m^2 D(x)$. Stability gives $U(y) \ge -BNm$, and the identity for $D$ gives $2U(y) = m^2D(x) - Nm f(0)$. Together,
$$0 \le m\,\bigl(m D(x) + N(2B - f(0))\bigr).$$
Since $D(x)<0$, the bracket is negative for large $m$, which is a contradiction. The attraction grows as $m^2$, while the permitted depth grows only as $m$.

The inequality is `scaled` in the proof. A natural number $n$ above $N(2B-f(0))/(-D(x))$ is then chosen, and $m=n+1$ makes the factor $m$ positive and the bracket negative.

```lean
/-- Stability criterion: an even potential is stable if and only if its double sum is
nonnegative for every finite configuration. -/
theorem isStable_iff {f : E → ℝ} (hf : ∀ v, f (-v) = f v) :
    IsStable f ↔ ∀ (N : ℕ) (x : Fin N → E), 0 ≤ doubleSum f x := by
  constructor
  · rintro ⟨B, hB⟩ N x
    by_contra hneg
    have hD : doubleSum f x < 0 := not_le.mp hneg
    -- put m particles on every site: the double sum scales as m², the bound only as m
    have scaled (m : ℕ) :
        0 ≤ (m : ℝ) * (m * doubleSum f x + N * (2 * B - f 0)) := by
      obtain ⟨y, hy⟩ := exists_clustered f x (fun _ => m)
      have hy' : doubleSum f y = (m : ℝ) ^ 2 * doubleSum f x := by
        rw [hy]
        simp only [doubleSum, Finset.mul_sum, pow_two]
      have hM : ((∑ _i : Fin N, m : ℕ) : ℝ) = N * m := by simp
      have h1 := hB _ y
      have h2 := doubleSum_eq hf y
      rw [hM] at h1 h2
      rw [hy'] at h2
      linarith
    obtain ⟨n, hn⟩ := exists_nat_gt (N * (2 * B - f 0) / (-doubleSum f x))
    rw [div_lt_iff₀ (neg_pos.mpr hD)] at hn
    have h3 := scaled (n + 1)
    push_cast at h3
    have hpos : (0 : ℝ) < (n : ℝ) + 1 := by positivity
    have hlt : ((n : ℝ) + 1) * doubleSum f x + N * (2 * B - f 0) < 0 := by linarith
    exact absurd h3 (not_le.mpr (mul_neg_of_pos_of_neg hpos hlt))
  · intro h
    exact ⟨f 0 / 2, fun N x => pairEnergy_ge hf x (h N x)⟩
```

A small instance shows the collapse. On the real line let $f(0)=1$, $f(\pm1)=-2$ and $f=0$ elsewhere. For particles at $0$ and $1$, $D = 2\cdot 1 + 2\cdot(-2) = -2$. With two particles on each site, the two same-site pairs contribute $+2$ and the four cross pairs $-8$, so $U=-6$. With $m$ on each site, $U = -m^2-m$, and the energy per particle is $-(m+1)/2$. Ten particles per site already give $-5.5$ each.

Both evenness and the admission of coincident particles matter:

- **Without evenness**, take $f(v)=v$ on the line. Every double sum vanishes by cancellation, yet particles at $0$ and $L$, in that order, have $U=-L$, which no constant bounds.
- **With only distinct positions allowed**, take $f(0)=-1$ and $f=0$ elsewhere. Every energy is then zero, so a linear bound holds, while $D=-N$. The example relies on the jump at $0$. For a continuous $f$ on $\mathbb{R}^d$, configurations with coincident particles are limits of configurations without them, and both conventions give the same stable potentials.

For identical classical particles with a continuous pair potential that is finite at contact, such as a coarse-grained soft interaction in a simulation, a single configuration with negative double sum therefore shows that dense clusters can lower the energy per particle without limit.

## Real weights in place of particles

Occupation numbers can be replaced by nonnegative real weights $w_i$. Stability is equivalent to
$$\sum_{i,j} w_i w_j f(x_i-x_j) \ge 0 \qquad\text{for all finite lists of sites, repeats allowed, and all } w_i \ge 0.$$
Taking every $w_i=1$ recovers the double sum. Conversely, for large $t$ place $\lfloor w_i t\rfloor$ particles at $x_i$. The criterion makes their double sum nonnegative, and so it remains after division by $t^2$. As $t\to\infty$, $\lfloor w_i t\rfloor/t \to w_i$, and the finite sum converges to the weighted one. A limit of nonnegative numbers is nonnegative, which is the step `ge_of_tendsto'`.

The weights represent a density and not charges of either sign, so the condition is weaker than positive semidefiniteness of the matrix $f(x_i-x_j)$.

```lean
/-- An even potential is stable if and only if its quadratic form is nonnegative for all
nonnegative real weights placed on finitely many points. -/
theorem isStable_iff_weights {f : E → ℝ} (hf : ∀ v, f (-v) = f v) :
    IsStable f ↔ ∀ (N : ℕ) (x : Fin N → E) (w : Fin N → ℝ), (∀ i, 0 ≤ w i) →
      0 ≤ ∑ i, ∑ j, w i * w j * f (x i - x j) := by
  rw [isStable_iff hf]
  constructor
  · intro h N x w hw
    -- approximate the weights by integer occupations divided by a large number t
    have lim : Tendsto (fun t : ℝ => ∑ i, ∑ j,
        ((⌊w i * t⌋₊ : ℝ) / t) * ((⌊w j * t⌋₊ : ℝ) / t) * f (x i - x j)) atTop
        (𝓝 (∑ i, ∑ j, w i * w j * f (x i - x j))) :=
      tendsto_finsetSum _ fun i _ => tendsto_finsetSum _ fun j _ =>
        ((tendsto_nat_floor_mul_div_atTop (hw i)).mul
          (tendsto_nat_floor_mul_div_atTop (hw j))).mul_const _
    refine ge_of_tendsto' lim fun t => ?_
    obtain ⟨y, hy⟩ := exists_clustered f x (fun i => ⌊w i * t⌋₊)
    have h1 := h _ y
    rw [hy] at h1
    have h2 := mul_nonneg h1 (sq_nonneg t⁻¹)
    refine h2.trans_eq ?_
    simp only [Finset.sum_mul]
    exact Finset.sum_congr rfl fun i _ => Finset.sum_congr rfl fun j _ => by ring
  · intro h N x
    simpa [doubleSum] using h N x (fun _ => 1) (fun _ => zero_le_one)
```

## The best constant for a cosine potential

For $f=\cos$ on the real line the admissible constants can be found exactly. The addition formula gives
$$D(x) = \sum_{i,j}\cos(x_i-x_j) = \Bigl(\sum_i \cos x_i\Bigr)^2 + \Bigl(\sum_i \sin x_i\Bigr)^2 \ge 0.$$
This is $\bigl|\sum_i e^{\mathrm{i}x_i}\bigr|^2$, the unnormalised structure factor at unit wave number. Since $f(0)=1$, the earlier bound gives $U(x)\ge -N/2$, and every $B\ge 1/2$ works.

No smaller constant does. Two particles at $0$ and $\pi$ have $U=\cos(-\pi)=-1$, so the bound demands $-2B\le -1$, that is $B\ge 1/2$. Their double sum is $2\cdot(-1)+2\cdot 1=0$, the case in which the general estimate is an equality. The constant $f(0)/2$ therefore cannot be lowered for all stable even potentials at once, although a particular potential may allow a smaller one.

In Lean the pair is the vector `![0, Real.pi]`, and `hs` is the sum of two squares.

```lean
/-- For the cosine potential on the line, the constants `B` that bound the energy below by
`-B N` are exactly those with `B ≥ 1/2`. -/
theorem cos_stability_constant (B : ℝ) :
    (∀ (N : ℕ) (x : Fin N → ℝ), -B * N ≤ pairEnergy Real.cos x) ↔ 1 / 2 ≤ B := by
  constructor
  · intro h
    -- two particles half a period apart
    have e : pairEnergy Real.cos ![0, Real.pi] = -1 := by
      simp [pairEnergy, Fin.sum_univ_two]
    have h1 := h 2 ![0, Real.pi]
    rw [e] at h1
    push_cast at h1
    linarith
  · intro hB N x
    -- the double sum is a sum of two squares
    have hs : doubleSum Real.cos x
        = (∑ i, Real.cos (x i)) ^ 2 + (∑ i, Real.sin (x i)) ^ 2 := by
      simp only [doubleSum, Real.cos_sub, pow_two, Finset.sum_mul_sum,
        Finset.sum_add_distrib]
    have h0 : 0 ≤ doubleSum Real.cos x := by
      rw [hs]
      positivity
    have h1 := pairEnergy_ge Real.cos_neg x h0
    rw [Real.cos_zero] at h1
    have h2 : 0 ≤ (B - 1 / 2) * (N : ℝ) :=
      mul_nonneg (sub_nonneg.mpr hB) (Nat.cast_nonneg N)
    linarith

end

end RuelleStability
```

```lean
#print axioms RuelleStability.isStable_iff
#print axioms RuelleStability.isStable_iff_weights
#print axioms RuelleStability.cos_stability_constant
```

```
'RuelleStability.isStable_iff' depends on axioms: [propext, Classical.choice, Quot.sound]
'RuelleStability.isStable_iff_weights' depends on axioms: [propext, Classical.choice, Quot.sound]
'RuelleStability.cos_stability_constant' depends on axioms: [propext, Classical.choice, Quot.sound]
```
